# For a non-degenerate ground state in finite dimension, α⟨[A,[H,A]]⟩ ≥ 4 Var(A)²

Q: An iterative diagonaliser has given me the ground state of a finite lattice model, but no excited states. To put a floor under the static polarisability α of an observable A, I evaluate Var(A) and ⟨[A,[H,A]]⟩ in that one state and divide 4 Var(A)² by the double commutator. What justifies the division?

A: The inequality in the title, provided that the state is the exact, non-degenerate ground state of your finite model and the double commutator is non-zero. Let b_n be the orthonormal eigenstates of H, with energies E_n, and let g label the ground state. Write

Δ_n = E_n − E_g, w_n = |⟨b_n, A b_g⟩|²

and let Σ' run over n ≠ g, where Δ_n > 0. Then α = 2 Σ' w_n/Δ_n.

Since A is Hermitian, ⟨A²⟩ = ‖A b_g‖², which is the sum of all w_n. The mean ⟨A⟩ is real, so ⟨A⟩² = w_g. Subtracting gives

Var(A) = Σ' w_n.

Next, expand the commutators:

[A,[H,A]] = 2AHA − A²H − HA².

In b_g, the last two terms each give −E_g ‖A b_g‖², and the first gives twice the energy form of A b_g. Hence

⟨[A,[H,A]]⟩ = 2 Σ' Δ_n w_n.

Now multiply by α and subtract 4 Var(A)²:

α⟨[A,[H,A]]⟩ − 4 Var(A)² = 4 Σ'_m Σ'_n w_m w_n (Δ_n/Δ_m − 1).

Averaging with the same sum after exchanging m and n gives

2 Σ'_m Σ'_n w_m w_n (Δ_m/Δ_n + Δ_n/Δ_m − 2) = 2 Σ'_m Σ'_n w_m w_n (E_m − E_n)²/(Δ_m Δ_n).

No term is negative, which proves the inequality.

Q: Try it on numbers.

A: Take energies 0, 1, 2 and let A couple the lowest level to each upper level with matrix element 1, all other elements being zero. Then Var(A) = 2, α = 2(1 + 1/2) = 3 and ⟨[A,[H,A]]⟩ = 2(1 + 2) = 6. The inequality reads 18 ≥ 16, and your floor is 16/6 ≈ 2.67 against the true value 3.

Q: What does the formal version take as its system? I worry that the physics has been defined away.

A: The space `V` is a complex inner product space, and the eigenstates carry labels from a finite type `ι`, so the dimension is finite. Operators are linear maps on `V`.

In Lean 4 with Mathlib:

```lean
import Mathlib

open scoped InnerProductSpace
open Finset

namespace PolarisabilitySumRule

noncomputable section

variable {V ι : Type*} [NormedAddCommGroup V] [InnerProductSpace ℂ V]
  [Fintype ι] [DecidableEq ι]
```

The double commutator is built from actual operator products, not defined as a sum over states.

```lean
/-- The commutator `[X, Y] = XY - YX` of two operators. -/
def comm (X Y : Module.End ℂ V) : Module.End ℂ V := X * Y - Y * X
```

Q: Why does the expectation value take a real part?

A: It makes the result a real number. For a Hermitian operator in a normalised state nothing is lost, and basis states are normalised.

```lean
/-- The real part of `⟨ψ, X ψ⟩`, which is the expectation value for Hermitian `X` and
normalised `ψ`. -/
def expect (ψ : V) (X : Module.End ℂ V) : ℝ := (⟪ψ, X ψ⟫_ℂ).re

/-- The variance `⟨A²⟩ - ⟨A⟩²` in the state `ψ`. -/
def variance (ψ : V) (A : Module.End ℂ V) : ℝ := expect ψ (A * A) - expect ψ A ^ 2
```

The quantity w_n is `weight b A g n`, and α is defined by its sum over states.

```lean
/-- The squared transition matrix element `|A_ng|²` between the basis states `g` and `n`. -/
def weight (b : OrthonormalBasis ι ℂ V) (A : Module.End ℂ V) (g n : ι) : ℝ :=
  ‖⟪b n, A (b g)⟫_ℂ‖ ^ 2

/-- The static polarisability `2 ∑ |A_ng|² / (E_n - E_g)`, summed over all `n ≠ g`. -/
def polarisability (b : OrthonormalBasis ι ℂ V) (E : ι → ℝ) (A : Module.End ℂ V)
    (g : ι) : ℝ :=
  2 * ∑ n ∈ univ.erase g, weight b A g n / (E n - E g)
```

Q: Where is H assumed Hermitian?

A: In the hypothesis `hH`, which says H b_n = E_n b_n with real E_n. Together with the orthonormal basis, that makes H Hermitian. The first lemma expands y in the basis to obtain ⟨b_n, H y⟩ = E_n⟨b_n, y⟩.

```lean
variable (b : OrthonormalBasis ι ℂ V) {H A : Module.End ℂ V} {E : ι → ℝ} {g : ι}

/-- An operator with a real spectrum in an orthonormal eigenbasis acts to the left on
an eigenstate by its eigenvalue. -/
lemma inner_eigen (hH : ∀ n, H (b n) = (E n : ℂ) • b n) (n : ι) (y : V) :
    ⟪b n, H y⟫_ℂ = (E n : ℂ) * ⟪b n, y⟫_ℂ := by
  calc ⟪b n, H y⟫_ℂ = ⟪b n, H (∑ i, ⟪b i, y⟫_ℂ • b i)⟫_ℂ := by rw [b.sum_repr']
    _ = (E n : ℂ) * ⟪b n, y⟫_ℂ := by
      simp only [map_sum, map_smul, hH, inner_sum, inner_smul_right,
        orthonormal_iff_ite.mp b.orthonormal]
      simp [mul_comm]
```

The next three turn the energy form and the squared norm of any vector into sums over populations. They will be applied to A b_g.

```lean
omit [DecidableEq ι] in
/-- The product of an amplitude and its reverse is the squared modulus. -/
lemma inner_mul_reverse (x : V) (n : ι) :
    ⟪x, b n⟫_ℂ * ⟪b n, x⟫_ℂ = ((‖⟪b n, x⟫_ℂ‖ ^ 2 : ℝ) : ℂ) := by
  rw [← inner_conj_symm x (b n), Complex.conj_mul']
  push_cast
  rfl

/-- The energy form `⟨x, H x⟩` is the sum of the energies weighted by the populations. -/
lemma energy_sum (hH : ∀ n, H (b n) = (E n : ℂ) • b n) (x : V) :
    ⟪x, H x⟫_ℂ = ((∑ n, E n * ‖⟪b n, x⟫_ℂ‖ ^ 2 : ℝ) : ℂ) := by
  rw [← b.sum_inner_mul_inner, Complex.ofReal_sum]
  refine sum_congr rfl fun n _ => ?_
  rw [inner_eigen b hH, Complex.ofReal_mul, ← inner_mul_reverse]
  ring

omit [DecidableEq ι] in
/-- The squared norm is the sum of the populations. -/
lemma norm_sum (x : V) : ⟪x, x⟫_ℂ = ((∑ n, ‖⟪b n, x⟫_ℂ‖ ^ 2 : ℝ) : ℂ) := by
  rw [← b.sum_inner_mul_inner, Complex.ofReal_sum]
  exact sum_congr rfl fun n _ => inner_mul_reverse b x n
```

Q: And the two sums you derived by hand?

A: They follow the same route. In the variance proof, `h1` is the completeness step and `h2` uses the reality of ⟨A⟩.

```lean
/-- The variance of a Hermitian `A` in a basis state is the total squared transition
matrix element to the other basis states. -/
theorem variance_eq_sum (hA : LinearMap.IsSymmetric A) (g : ι) :
    variance (b g) A = ∑ n ∈ univ.erase g, weight b A g n := by
  have h1 : expect (b g) (A * A) = ∑ n, weight b A g n := by
    have h : ⟪b g, (A * A) (b g)⟫_ℂ = ⟪A (b g), A (b g)⟫_ℂ := (hA (b g) (A (b g))).symm
    unfold expect
    rw [h, norm_sum b, Complex.ofReal_re]
    rfl
  -- the diagonal matrix element is real
  have h2 : expect (b g) A ^ 2 = weight b A g g := by
    have hc : (starRingEnd ℂ) ⟪b g, A (b g)⟫_ℂ = ⟪b g, A (b g)⟫_ℂ := by
      rw [inner_conj_symm]
      exact hA (b g) (b g)
    have him := Complex.conj_eq_iff_im.mp hc
    unfold expect weight
    rw [Complex.sq_norm, Complex.normSq_apply, him]
    ring
  have h3 := add_sum_erase univ (fun n => weight b A g n) (mem_univ g)
  unfold variance
  rw [h1, h2]
  linarith
```

In the sum rule, `h1` moves one factor of A to the left in every term, `h2` inserts the population sums, and `h3` removes the term n = g, which is zero.

```lean
/-- The double-commutator sum rule: `⟨[A,[H,A]]⟩ = 2 ∑ (E_n - E_g) |A_ng|²`. -/
theorem double_commutator_sum_rule (hH : ∀ n, H (b n) = (E n : ℂ) • b n)
    (hA : LinearMap.IsSymmetric A) (g : ι) :
    expect (b g) (comm A (comm H A)) =
      2 * ∑ n ∈ univ.erase g, (E n - E g) * weight b A g n := by
  have hA' : ∀ y, ⟪b g, A y⟫_ℂ = ⟪A (b g), y⟫_ℂ := fun y => (hA (b g) y).symm
  -- move one factor of A to the left in every term
  have h1 : ⟪b g, comm A (comm H A) (b g)⟫_ℂ =
      2 * ⟪A (b g), H (A (b g))⟫_ℂ - 2 * (E g : ℂ) * ⟪A (b g), A (b g)⟫_ℂ := by
    simp only [comm, Module.End.mul_apply, LinearMap.sub_apply, map_sub, inner_sub_right,
      hH, map_smul, inner_smul_right, inner_eigen b hH, hA']
    ring
  have h2 : ⟪b g, comm A (comm H A) (b g)⟫_ℂ =
      ((2 * (∑ n, E n * weight b A g n) - 2 * E g * ∑ n, weight b A g n : ℝ) : ℂ) := by
    rw [h1, energy_sum b hH, norm_sum b]
    simp only [weight]
    push_cast
    ring
  have h3 : ∑ n ∈ univ.erase g, (E n - E g) * weight b A g n =
      ∑ n, (E n - E g) * weight b A g n := sum_erase _ (by simp)
  unfold expect
  rw [h2, Complex.ofReal_re, h3]
  simp only [sub_mul, sum_sub_distrib, ← mul_sum]
  ring
```

Q: You defined α by a formula. I measure a response.

A: Perturb H to H − λA and write the state as b_g + λχ to first order, with χ orthogonal to b_g so that the norm stays 1 to that order. The first-order equation is

(H − E_g)χ = (A − ⟨A⟩) b_g,

and ⟨A⟩ changes by 2λ Re⟨b_g, Aχ⟩. The next theorem takes a χ that solves this equation and is orthogonal to b_g, and shows that the coefficient of λ is α. For n ≠ g, projecting on b_n gives Δ_n⟨b_n, χ⟩ = ⟨b_n, A b_g⟩. The term n = g drops out of ⟨A b_g, χ⟩ because χ is orthogonal to b_g, and summing over the other n finishes it. The perturbation expansion itself is an input.

```lean
/-- If `χ` solves the first-order equation `(H - E_g) χ = (A - ⟨A⟩) ψ_g` and is orthogonal
to `ψ_g`, then `2 Re ⟨ψ_g, A χ⟩` is the static polarisability. -/
theorem linear_response (hH : ∀ n, H (b n) = (E n : ℂ) • b n)
    (hA : LinearMap.IsSymmetric A) (hgap : ∀ n, n ≠ g → E g < E n) (χ : V)
    (hχ : H χ - (E g : ℂ) • χ = A (b g) - (expect (b g) A : ℂ) • b g)
    (hort : ⟪b g, χ⟫_ℂ = 0) :
    2 * (⟪b g, A χ⟫_ℂ).re = polarisability b E A g := by
  have key : ⟪A (b g), χ⟫_ℂ =
      ((∑ n ∈ univ.erase g, weight b A g n / (E n - E g) : ℝ) : ℂ) := by
    rw [← b.sum_inner_mul_inner, ← add_sum_erase _ _ (mem_univ g), hort, mul_zero,
      zero_add, Complex.ofReal_sum]
    refine sum_congr rfl fun n hn => ?_
    have hne := ne_of_mem_erase hn
    have hd : ((E n - E g : ℝ) : ℂ) ≠ 0 :=
      Complex.ofReal_ne_zero.2 (sub_pos.2 (hgap n hne)).ne'
    have h0 : ⟪b n, b g⟫_ℂ = 0 := b.orthonormal.2 hne
    -- project the first-order equation on the excited state n
    have h := congrArg (fun v => ⟪b n, v⟫_ℂ) hχ
    simp only [inner_sub_right, inner_smul_right, inner_eigen b hH, h0, mul_zero,
      sub_zero] at h
    unfold weight
    rw [Complex.ofReal_div, ← inner_mul_reverse, eq_div_iff hd]
    push_cast
    linear_combination ⟪A (b g), b n⟫_ℂ * h
  have hs : ⟪b g, A χ⟫_ℂ = ⟪A (b g), χ⟫_ℂ := (hA (b g) χ).symm
  rw [hs, key, Complex.ofReal_re]
  rfl
```

Q: Then the inequality is the double sum?

A: Yes. `field_simp` and `ring` verify the algebra for each pair, and the sums then factorise.

```lean
/-- The difference `α ⟨[A,[H,A]]⟩ - 4 Var(A)²` as a double sum over pairs of excited states. Each
term is the product of the two weights and the squared energy difference, divided by the product of
the two excitation energies. -/
theorem deficit_identity (hH : ∀ n, H (b n) = (E n : ℂ) • b n)
    (hA : LinearMap.IsSymmetric A) (hgap : ∀ n, n ≠ g → E g < E n) :
    polarisability b E A g * expect (b g) (comm A (comm H A)) - 4 * variance (b g) A ^ 2 =
      2 * ∑ m ∈ univ.erase g, ∑ n ∈ univ.erase g, weight b A g m * weight b A g n *
        (E m - E n) ^ 2 / ((E m - E g) * (E n - E g)) := by
  have h : ∑ m ∈ univ.erase g, ∑ n ∈ univ.erase g, weight b A g m * weight b A g n *
        (E m - E n) ^ 2 / ((E m - E g) * (E n - E g)) =
      ∑ m ∈ univ.erase g, ∑ n ∈ univ.erase g,
        ((weight b A g m / (E m - E g)) * ((E n - E g) * weight b A g n) +
          ((E m - E g) * weight b A g m) * (weight b A g n / (E n - E g)) -
          2 * weight b A g m * weight b A g n) := by
    refine sum_congr rfl fun m hm => sum_congr rfl fun n hn => ?_
    have h1 : E m - E g ≠ 0 := (sub_pos.2 (hgap m (ne_of_mem_erase hm))).ne'
    have h2 : E n - E g ≠ 0 := (sub_pos.2 (hgap n (ne_of_mem_erase hn))).ne'
    field_simp
    ring
  rw [h, double_commutator_sum_rule b hH hA, variance_eq_sum b hA]
  unfold polarisability
  simp only [sum_add_distrib, sum_sub_distrib, ← mul_sum, ← sum_mul]
  ring
```

The hypothesis `hgap`, E_g < E_n for every n ≠ g, makes both factors of the denominator positive, so `positivity` settles the sign of each pair.

```lean
omit [DecidableEq ι] in
/-- Each term of the double sum in `deficit_identity` is non-negative. -/
lemma pair_nonneg (hgap : ∀ n, n ≠ g → E g < E n) {m n : ι} (hm : m ≠ g) (hn : n ≠ g) :
    0 ≤ weight b A g m * weight b A g n * (E m - E n) ^ 2 /
      ((E m - E g) * (E n - E g)) := by
  have h1 := sub_pos.2 (hgap m hm)
  have h2 := sub_pos.2 (hgap n hn)
  unfold weight
  positivity
```

Summing these signs gives the bound.

```lean
/-- For a non-degenerate ground state, the static polarisability times the double-commutator
expectation value is at least four times the squared variance. -/
theorem polarisability_mul_double_commutator_ge (hH : ∀ n, H (b n) = (E n : ℂ) • b n)
    (hA : LinearMap.IsSymmetric A) (hgap : ∀ n, n ≠ g → E g < E n) :
    4 * variance (b g) A ^ 2 ≤
      polarisability b E A g * expect (b g) (comm A (comm H A)) := by
  have h := deficit_identity b hH hA hgap
  have h0 := sum_nonneg fun m (hm : m ∈ univ.erase g) =>
    sum_nonneg fun n (hn : n ∈ univ.erase g) =>
      pair_nonneg b (A := A) hgap (ne_of_mem_erase hm) (ne_of_mem_erase hn)
  linarith
```

Q: What if my state is not the lowest?

A: The bound can fail. In the numerical example, change the energy 2 to −1 and keep the same state, which now lies in the middle. Then α = 2(1 − 1) = 0 and the double commutator also averages to 0, while 4 Var(A)² is still 16.

Q: When is the floor exact?

A: When A couples b_g to at least one excited state and all such states share one energy, as in any two-level system with a gap whose levels A couples. If A couples b_g to none, both sides of the inequality are zero and the division gives no floor; the theorem below counts that case as equality too. In one direction, a zero sum of non-negative terms forces every term to vanish; in the other, each term has a zero weight or a zero energy difference.

```lean
/-- Equality holds exactly when all excited states coupled to the ground state by `A`
have the same energy. -/
theorem equality_iff (hH : ∀ n, H (b n) = (E n : ℂ) • b n)
    (hA : LinearMap.IsSymmetric A) (hgap : ∀ n, n ≠ g → E g < E n) :
    polarisability b E A g * expect (b g) (comm A (comm H A)) = 4 * variance (b g) A ^ 2 ↔
      ∀ m n, m ≠ g → n ≠ g → ⟪b m, A (b g)⟫_ℂ ≠ 0 → ⟪b n, A (b g)⟫_ℂ ≠ 0 → E m = E n := by
  have h := deficit_identity b hH hA hgap
  have hp := fun m (hm : m ∈ univ.erase g) n (hn : n ∈ univ.erase g) =>
    pair_nonneg b (A := A) hgap (ne_of_mem_erase hm) (ne_of_mem_erase hn)
  constructor
  · intro heq m n hm hn hAm hAn
    have hm' : m ∈ univ.erase g := mem_erase.2 ⟨hm, mem_univ m⟩
    have hn' : n ∈ univ.erase g := mem_erase.2 ⟨hn, mem_univ n⟩
    -- a vanishing sum of non-negative terms vanishes term by term
    have h1 := (sum_eq_zero_iff_of_nonneg fun i hi => sum_nonneg (hp i hi)).1
      (by linarith) m hm'
    have h2 := (sum_eq_zero_iff_of_nonneg (hp m hm')).1 h1 n hn'
    have d1 := (sub_pos.2 (hgap m hm)).ne'
    have d2 := (sub_pos.2 (hgap n hn)).ne'
    have w1 : weight b A g m ≠ 0 := pow_ne_zero 2 (norm_ne_zero_iff.2 hAm)
    have w2 : weight b A g n ≠ 0 := pow_ne_zero 2 (norm_ne_zero_iff.2 hAn)
    have h3 := (div_eq_zero_iff.1 h2).resolve_right (mul_ne_zero d1 d2)
    have h4 := (mul_eq_zero.1 h3).resolve_left (mul_ne_zero w1 w2)
    exact sub_eq_zero.1 (pow_eq_zero_iff two_ne_zero |>.1 h4)
  · intro hE
    rw [sum_eq_zero fun m hm => sum_eq_zero fun n hn => ?_] at h
    · linarith
    · by_cases hAm : ⟪b m, A (b g)⟫_ℂ = 0
      · simp [weight, hAm]
      · by_cases hAn : ⟪b n, A (b g)⟫_ℂ = 0
        · simp [weight, hAn]
        · simp [hE m n (ne_of_mem_erase hm) (ne_of_mem_erase hn) hAm hAn]
```

Q: Can all the hypotheses be met without landing in that equality case?

A: The three-level example does so. Its Hamiltonian and observable are written out, and the last theorem checks the eigenvalue equations, the symmetry of A, the gap and the two unit couplings.

```lean
/-- A three-level Hamiltonian with energies 0, 1 and 2. -/
def threeLevelH : Module.End ℂ (EuclideanSpace ℂ (Fin 3)) where
  toFun v := !₂[0, v 1, 2 * v 2]
  map_add' v w := by ext i; fin_cases i <;> simp [mul_add]
  map_smul' c v := by ext i; fin_cases i <;> simp [mul_left_comm]

/-- An observable that couples the lowest level to both upper levels. -/
def threeLevelA : Module.End ℂ (EuclideanSpace ℂ (Fin 3)) where
  toFun v := !₂[v 1 + v 2, v 0, v 0]
  map_add' v w := by ext i; fin_cases i <;> simp [add_add_add_comm]
  map_smul' c v := by ext i; fin_cases i <;> simp [mul_add]

/-- The three-level system meets the hypotheses of the inequality, with non-zero coupling
of the lowest level to both upper levels. -/
theorem threeLevel_witness :
    (∀ n : Fin 3, threeLevelH (EuclideanSpace.basisFun (Fin 3) ℂ n) =
      (((n : ℕ) : ℝ) : ℂ) • EuclideanSpace.basisFun (Fin 3) ℂ n) ∧
    LinearMap.IsSymmetric threeLevelA ∧
    (∀ n : Fin 3, n ≠ 0 → (((0 : Fin 3) : ℕ) : ℝ) < ((n : ℕ) : ℝ)) ∧
    (∀ n : Fin 3, n ≠ 0 → ⟪EuclideanSpace.basisFun (Fin 3) ℂ n,
      threeLevelA (EuclideanSpace.basisFun (Fin 3) ℂ 0)⟫_ℂ = 1) := by
  refine ⟨fun n => ?_, fun x y => ?_, fun n hn => ?_, fun n hn => ?_⟩
  · ext i
    fin_cases n <;> fin_cases i <;> simp [threeLevelH]
  · simp [threeLevelA, PiLp.inner_apply, Fin.sum_univ_succ]
    ring
  · fin_cases n <;> simp at hn ⊢
  · fin_cases n <;> simp [threeLevelA, PiLp.inner_apply] at hn ⊢

end

end PolarisabilitySumRule
```

```lean
#print axioms PolarisabilitySumRule.linear_response
#print axioms PolarisabilitySumRule.polarisability_mul_double_commutator_ge
#print axioms PolarisabilitySumRule.equality_iff
```

```
'PolarisabilitySumRule.linear_response' depends on axioms: [propext, Classical.choice, Quot.sound]
'PolarisabilitySumRule.polarisability_mul_double_commutator_ge' depends on axioms: [propext, Classical.choice, Quot.sound]
'PolarisabilitySumRule.equality_iff' depends on axioms: [propext, Classical.choice, Quot.sound]
```

Q: So may I use it for the dipole of a real atom?

A: What is proved here lets you use it only for the finite matrix model that you diagonalise. There the floor applies to the polarisability of that model, with the double commutator computed from the same matrices. An atom with its continuum states and unbounded position operator is not covered, nor is an approximate ground state.
